# If a perturbation series has no terms below order n, the order-n term of its product with a second series involves only the second's constant term

The lemma concerns two formal power series `E` and `φ` with complex coefficients, which may be read as expansions of two scalar quantities in a perturbation parameter; convergence is not assumed. If every coefficient of `φ` below order `n` is zero, then the order-`n` coefficient of `E * φ` is the constant term of `E` times the order-`n` coefficient of `φ`. The attempt writes the product's coefficient as a sum over pairs of orders `(a, b)` with `a + b = n`, and keeps only the pair `(0, n)`. Any other pair has `b < n`, so its term vanishes by hypothesis.

The first attempt, which Lean rejects:

```lean
import Mathlib

open PowerSeries

namespace ExcitationOrder

noncomputable section

/-- If a series vanishes below order `n`, the order-`n` term of its product with `E`
contains only the constant term of `E`. -/
theorem coeff_mul_of_low (E φ : PowerSeries ℂ) (n : ℕ) (h : ∀ m < n, coeff m φ = 0) :
    coeff n (E * φ) = coeff 0 E * coeff n φ := by
  rw [coeff_mul, Finset.sum_eq_single (0, n)]
  · rintro ⟨a, b⟩ hab hne
    have hs : a + b = n := Finset.mem_antidiagonal.mp hab
    have hb : b < n := by
      by_contra hb
      have ha : a = 0 := by omega
      have hb' : b = n := by omega
      exact hne (by rw [ha, hb'])
    change coeff a E * coeff b φ = 0
    rw [h b hb, mul_zero]
  · intro hn
    exact absurd (Finset.mem_antidiagonal.mpr (Nat.zero_add n)) hn

end

end ExcitationOrder
```

Compiling this gives:

```
Main.lean:15:27: error: Type mismatch
  Finset.mem_antidiagonal.mp ?m.79
has type
  ?m.76.1 ∈ ?m.71 ∧ ?m.76.2 ∈ ?m.72 ∧ ?m.76.1 + ?m.76.2 = ?m.75
but is expected to have type
  a + b = n
Main.lean:15:54: error: Application type mismatch: The argument
  hab
has type
  (a, b) ∈ Finset.HasAntidiagonal.antidiagonal n
but is expected to have type
  ?m.76 ∈ Finset.antidiagonal ?m.73 ?m.74 ?m.75
in the application
  Finset.mem_antidiagonal.mp hab
Main.lean:24:46: error: Application type mismatch: The argument
  Nat.zero_add n
has type
  0 + n = n
but is expected to have type
  ?m.95.1 ∈ ?m.90 ∧ ?m.95.2 ∈ ?m.91 ∧ ?m.95.1 + ?m.95.2 = ?m.94
in the application
  Finset.mem_antidiagonal.mpr (Nat.zero_add n)
```

Cause. All three errors come from one lemma name. The sum produced by `coeff_mul` runs over `Finset.HasAntidiagonal.antidiagonal n`, the pairs of orders adding up to `n`. But `Finset.mem_antidiagonal` is about a different object, `Finset.antidiagonal`, which takes three arguments; membership there means that each component lies in a given set and that the two add up to a given value.

The first message says that this three-part statement is not the equation `a + b = n` the proof wants. The second says that `hab`, a membership in the first kind of antidiagonal, cannot serve as a membership in the second. The third is the same mismatch in the other direction: `Nat.zero_add n` proves only `0 + n = n`, not the three-part condition.

Both changes put `Finset.HasAntidiagonal.mem_antidiagonal` in place of the old name. This lemma is about the antidiagonal actually in the sum, and equates membership with the sum condition alone. It therefore turns `hab` into `a + b = n`, and `0 + n = n` into the membership of `(0, n)` that contradicts `hn`.

Lean accepts the file once it reads:

```diff
@@ -13,5 +13,5 @@
   rw [coeff_mul, Finset.sum_eq_single (0, n)]
   · rintro ⟨a, b⟩ hab hne
-    have hs : a + b = n := Finset.mem_antidiagonal.mp hab
+    have hs : a + b = n := Finset.HasAntidiagonal.mem_antidiagonal.mp hab
     have hb : b < n := by
       by_contra hb
@@ -22,5 +22,5 @@
     rw [h b hb, mul_zero]
   · intro hn
-    exact absurd (Finset.mem_antidiagonal.mpr (Nat.zero_add n)) hn
+    exact absurd (Finset.HasAntidiagonal.mem_antidiagonal.mpr (Nat.zero_add n)) hn
 
 end
```
